# The exponential of T − T† is unitary for every finite complex square matrix T

In unitary coupled-cluster theory, a state is transformed by the exponential of T − T†, where T is the cluster operator. The declaration states that this exponential is a unitary matrix. Here T is any complex square matrix with a finite index set, and no excitation structure is imposed on it. The attempt first shows that the adjoint of T − T† is its negative, so that unitarity becomes the claim that exp(T − T†) times exp(−(T − T†)) is 1. It then aims to merge the two exponentials, which is allowed because a matrix commutes with its own negative.

This version doesn't compile in Lean 4 with Mathlib:

```lean
import Mathlib

open Matrix
open scoped ComplexOrder

namespace UnitaryCoupledCluster

noncomputable section

variable {n : Type*} [Fintype n] [DecidableEq n]

/-- The anti-Hermitian generator `T - T†` built from a cluster matrix `T`. -/
def generator (T : Matrix n n ℂ) : Matrix n n ℂ := T - Tᴴ

/-- The exponential of `T - T†` is unitary for every complex cluster matrix `T`. -/
theorem exp_generator_unitary (T : Matrix n n ℂ) :
    NormedSpace.exp (generator T) ∈ Matrix.unitaryGroup n ℂ := by
  have hs : (generator T)ᴴ = -generator T := by
    simp [generator, Matrix.conjTranspose_sub]
  rw [Matrix.mem_unitaryGroup_iff, Matrix.star_eq_conjTranspose,
    ← Matrix.exp_conjTranspose, hs,
    ← Matrix.exp_add_of_commute _ _ (Commute.neg_right (Commute.refl _)),
    add_neg_cancel, NormedSpace.exp_zero]

end

end UnitaryCoupledCluster
```

Compiling this gives:

```
Main.lean:22:37: error(lean.synthInstanceFailed): failed to synthesize instance of type class
  HasDistribNeg (Matrix ?m.52 ?m.52 ?m.53)

Hint: Type class instance resolution failures can be inspected with the `set_option trace.Meta.synthInstance true` command.
Main.lean:17:63: error: unsolved goals
n : Type u_1
inst✝¹ : Fintype n
inst✝ : DecidableEq n
T : Matrix n n ℂ
hs : (generator T)ᴴ = -generator T
⊢ NormedSpace.exp (generator T) * NormedSpace.exp (-generator T) = 1
```

Diagnosis. The first message says that Lean could not find a `HasDistribNeg` instance, which `Commute.neg_right` needs, for matrices whose index and entry types were still unknown. `rw` elaborates the term it is given before matching it against the goal. In `Commute.neg_right (Commute.refl _)`, nothing names the matrix, so the goal could not supply those types in time.

The second message shows the goal left at that point: the product of the two exponentials must equal 1. The earlier rewrites had worked, but the merging step had not.

The repair states the commutation fact beforehand as `hc`, with `generator T` written out. The types are then known and the instance can be found. Passing `hc` to `Matrix.exp_add_of_commute` also fixes both matrices, so the reversed rewrite turns the product into the exponential of a sum. `add_neg_cancel` reduces that sum to zero, and `NormedSpace.exp_zero` finishes the proof.

After these edits no error is left:

```diff
@@ -18,7 +18,8 @@
   have hs : (generator T)ᴴ = -generator T := by
     simp [generator, Matrix.conjTranspose_sub]
+  have hc : Commute (generator T) (-generator T) := (Commute.refl (generator T)).neg_right
   rw [Matrix.mem_unitaryGroup_iff, Matrix.star_eq_conjTranspose,
     ← Matrix.exp_conjTranspose, hs,
-    ← Matrix.exp_add_of_commute _ _ (Commute.neg_right (Commute.refl _)),
+    ← Matrix.exp_add_of_commute _ _ hc,
     add_neg_cancel, NormedSpace.exp_zero]
 
```
